# Asano contraction: if A + Bz + Cw + Dzw has no zero in the open unit bidisc, A + Dz has none in the open unit disc

Let A, B, C and D be complex numbers such that A + Bz + Cw + Dzw never vanishes when |z| < 1 and |w| < 1; the lemma says that A + Dz then never vanishes when |z| < 1. In physical terms, the first polynomial can be read as a two-site partition function with fugacities z and w, and the contraction keeps only the terms with both sites empty or both occupied; the coefficients are arbitrary, and no Hamiltonian is assumed. The proof supposes that A + Dz = 0 for some z in the disc, which forces D ≠ 0, and looks at the quadratic obtained by setting the two variables equal. Both of its roots must have modulus at least 1, yet their product is A/D = −z, of modulus less than 1, a contradiction.

Lean 4 with Mathlib refuses this proof:

```lean
import Mathlib

namespace AsanoContraction

/-- Asano contraction: if `A + B z + C w + D z w` has no zero in the open unit bidisc, then
`A + D z` has no zero in the open unit disc. -/
theorem asano_contraction {A B C D : ℂ}
    (h : ∀ z w : ℂ, ‖z‖ < 1 → ‖w‖ < 1 → A + B * z + C * w + D * z * w ≠ 0)
    {z : ℂ} (hz : ‖z‖ < 1) : A + D * z ≠ 0 := by
  intro h0
  have hA : A ≠ 0 := by simpa using h 0 0 (by simp) (by simp)
  have hD : D ≠ 0 := by
    intro hD
    apply hA
    simpa [hD] using h0
  -- the roots of the polynomial on the diagonal `z = w` lie outside the disc
  obtain ⟨s, hs⟩ := IsAlgClosed.exists_pow_nat_eq ((B + C) ^ 2 - 4 * D * A)
    (n := 2) (by norm_num)
  have root : ∀ t r : ℂ, t ^ 2 = (B + C) ^ 2 - 4 * D * A →
      2 * D * r = t - (B + C) → 1 ≤ ‖r‖ := by
    intro t r ht hr
    by_contra hlt
    have hlt' := not_le.mp hlt
    apply h r r hlt' hlt'
    apply mul_left_cancel₀ (mul_ne_zero (four_ne_zero : (4 : ℂ) ≠ 0) hD)
    linear_combination (2 * D * r + (B + C) + t) * hr + ht
  have e : ∀ t : ℂ, 2 * D * ((t - (B + C)) / (2 * D)) = t - (B + C) :=
    fun t => mul_div_cancel₀ _ (mul_ne_zero two_ne_zero hD)
  obtain ⟨r, hr⟩ : ∃ r, 2 * D * r = s - (B + C) := ⟨_, e s⟩
  obtain ⟨q, hq⟩ : ∃ q, 2 * D * q = -s - (B + C) := ⟨_, e (-s)⟩
  have h1 := root s r hs hr
  have h2 := root (-s) q (by rw [neg_sq, hs]) hq
  -- their product is `A / D = -z`
  have hp : r * q = -z := by
    apply mul_left_cancel₀ (mul_ne_zero (four_ne_zero : (4 : ℂ) ≠ 0) (pow_ne_zero 2 hD))
    linear_combination (2 * D * q) * hr + (s - (B + C)) * hq - hs + 4 * D * h0
  have hn : ‖r‖ * ‖q‖ = ‖z‖ := by rw [← norm_mul, hp, norm_neg]
  nlinarith [mul_nonneg (sub_nonneg.2 h1) (sub_nonneg.2 h2)]

end AsanoContraction
```

The compiler's answer:

```
Main.lean:25:41: error(lean.synthInstanceFailed): failed to synthesize instance of type class
  NeZero 4

Hint: Type class instance resolution failures can be inspected with the `set_option trace.Meta.synthInstance true` command.
Main.lean:35:41: error(lean.synthInstanceFailed): failed to synthesize instance of type class
  NeZero 4

Hint: Type class instance resolution failures can be inspected with the `set_option trace.Meta.synthInstance true` command.
```

What went wrong. Both errors are the same one. The lemma `four_ne_zero` needs an instance of `NeZero 4`, which Lean must find by itself, and at both places where the lemma is used the search failed. The first use is in `root`, where a factor 4D is to be cancelled, and the second in `hp`, where the factor is 4D². The mathematics is not at fault, since 4 is indeed nonzero in ℂ; the messages don't say why the search found no instance.

The repair proves the fact once, as `h4 : (4 : ℂ) ≠ 0`, with `norm_num`, and passes `h4` to `mul_ne_zero` in both places. As `four_ne_zero` is no longer used, the instance it asked for is no longer needed there.

The other changes are tidying: `hD` is written as a single term, `hlt'` is replaced by the expression it stood for, and `e` now states directly that the required root exists, so that `r` and `q` can be taken from it.

As a diff, the version that Lean accepts:

```diff
@@ -10,8 +10,6 @@
   intro h0
   have hA : A ≠ 0 := by simpa using h 0 0 (by simp) (by simp)
-  have hD : D ≠ 0 := by
-    intro hD
-    apply hA
-    simpa [hD] using h0
+  have hD : D ≠ 0 := fun hD => hA (by simpa [hD] using h0)
+  have h4 : (4 : ℂ) ≠ 0 := by norm_num
   -- the roots of the polynomial on the diagonal `z = w` lie outside the disc
   obtain ⟨s, hs⟩ := IsAlgClosed.exists_pow_nat_eq ((B + C) ^ 2 - 4 * D * A)
@@ -21,17 +19,16 @@
     intro t r ht hr
     by_contra hlt
-    have hlt' := not_le.mp hlt
-    apply h r r hlt' hlt'
-    apply mul_left_cancel₀ (mul_ne_zero (four_ne_zero : (4 : ℂ) ≠ 0) hD)
+    apply h r r (not_le.mp hlt) (not_le.mp hlt)
+    apply mul_left_cancel₀ (mul_ne_zero h4 hD)
     linear_combination (2 * D * r + (B + C) + t) * hr + ht
-  have e : ∀ t : ℂ, 2 * D * ((t - (B + C)) / (2 * D)) = t - (B + C) :=
-    fun t => mul_div_cancel₀ _ (mul_ne_zero two_ne_zero hD)
-  obtain ⟨r, hr⟩ : ∃ r, 2 * D * r = s - (B + C) := ⟨_, e s⟩
-  obtain ⟨q, hq⟩ : ∃ q, 2 * D * q = -s - (B + C) := ⟨_, e (-s)⟩
+  have e : ∀ t : ℂ, ∃ r, 2 * D * r = t - (B + C) :=
+    fun t => ⟨(t - (B + C)) / (2 * D), mul_div_cancel₀ _ (mul_ne_zero two_ne_zero hD)⟩
+  obtain ⟨r, hr⟩ := e s
+  obtain ⟨q, hq⟩ := e (-s)
   have h1 := root s r hs hr
   have h2 := root (-s) q (by rw [neg_sq, hs]) hq
   -- their product is `A / D = -z`
   have hp : r * q = -z := by
-    apply mul_left_cancel₀ (mul_ne_zero (four_ne_zero : (4 : ℂ) ≠ 0) (pow_ne_zero 2 hD))
+    apply mul_left_cancel₀ (mul_ne_zero h4 (pow_ne_zero 2 hD))
     linear_combination (2 * D * q) * hr + (s - (B + C)) * hq - hs + 4 * D * h0
   have hn : ‖r‖ * ‖q‖ = ‖z‖ := by rw [← norm_mul, hp, norm_neg]
```
